# The crossed matrix $-\not p+m$ is not a spin sum at positive energy

A program that obtains an antiparticle process from a particle process by sending a four-momentum $p$ with positive energy $p^0$ to $-p$ turns the fermion spin sum $\not p+m$ ($m$ the mass, $\not p$ the contraction of $p$ with the Dirac matrices, each spinor normalised to $u^\dagger u=2p^0$) into $-\not p+m$. If it treats this matrix as a sum over spinors, a spin-summed squared amplitude with an odd number of crossed external fermion legs comes out with the wrong sign, and a routine that looks for such spinors searches for something that does not exist.

## The identity

Let $\gamma^\mu$, $\mu=0,\dots,3$, be complex $4\times4$ matrices with $\gamma^\mu\gamma^\nu+\gamma^\nu\gamma^\mu=2\eta^{\mu\nu}$, where $\eta=\mathrm{diag}(1,-1,-1,-1)$. For real components $p^\mu$ put $\not p=\sum_\mu\eta_{\mu\mu}p^\mu\gamma^\mu$. For a spinor $u\in\mathbb C^4$ with components $u_a$, $a=0,\dots,3$, put $\bar u=u^\dagger\gamma^0$. A finite family $u_i$ has spin sum $S=\sum_i u_i\bar u_i$ and total norm $N=\sum_i\sum_a|u_{ia}|^2$. For real $c$ and complex $m$,
$$S=c\,\not p+m\quad\Longrightarrow\quad N=4c\,p^0 .$$
With $c=-1$ and $p^0>0$ this would make $N$ negative, so no family has $S=-\not p+m$. If spinors $v_i$ satisfy $\sum_i v_i\bar v_i=\not p-m$, the crossed matrix is minus that sum.

## Where a code relies on it

In QED matrix-element codes the external fermion legs are free spinors at fixed momentum, and a trace formula crossed by $p\to-p$ needs a factor $-1$ for each crossed fermion leg. A code that builds spinors explicitly can assert $N=4p^0$ for a family meant to reproduce $\not p+m$ or $\not p-m$, since the case $c=1$ holds for either sign of the mass term.

## Derivation

1. The trace of the anticommutator with $\nu=0$ is, by cyclicity, $2\,\mathrm{Tr}(\gamma^\mu\gamma^0)=2\eta^{\mu0}\cdot4$, so $\mathrm{Tr}(\gamma^\mu\gamma^0)=4\eta^{\mu0}$.
2. From $\gamma^1\gamma^0=-\gamma^0\gamma^1$ and $\gamma^1\gamma^1=-1$ follows $\gamma^1\gamma^0\gamma^1=\gamma^0$. Cyclicity gives $\mathrm{Tr}\,\gamma^0=\mathrm{Tr}(\gamma^1\gamma^1\gamma^0)=-\mathrm{Tr}\,\gamma^0$, hence $\mathrm{Tr}\,\gamma^0=0$.
3. By step 1 only $\mu=0$ survives in $\mathrm{Tr}(\not p\gamma^0)=4p^0$, and by step 2 the mass term vanishes: $\mathrm{Tr}[(c\not p+m)\gamma^0]=4c\,p^0$.
4. Since $\gamma^0\gamma^0=1$, $u_i\bar u_i\gamma^0=u_iu_i^\dagger$, whose trace is $\sum_a|u_{ia}|^2$. Thus $\mathrm{Tr}(S\gamma^0)=N$.
5. If $S=c\not p+m$, steps 3 and 4 give $N=4c\,p^0$.
6. For $c=-1$, $p^0>0$ this reads $N=-4p^0<0$, against $N\ge0$.
7. The slash is linear in $p$, so crossing $\not p+m$ gives $-\not p+m=-(\not p-m)=-\sum_i v_i\bar v_i$.

## A numerical instance

In the Dirac representation $\gamma^0=\mathrm{diag}(1,1,-1,-1)$. Take $p=(2,0,0,0)$, $m=2$, $v_0=(0,0,2,0)^T$ and $v_1=(0,0,0,2)^T$. Then $\bar v_0=(0,0,-2,0)$ and $\bar v_1=(0,0,0,-2)$, so $\sum_i v_i\bar v_i=\mathrm{diag}(0,0,-4,-4)=2\gamma^0-2=\not p-m$, with $N=8=4p^0$. Each spinor has $v_i^\dagger v_i=4=2p^0$; for the unit spinors $v_i/2$ the sum is $\mathrm{diag}(0,0,-1,-1)$. The crossed matrix $-\not p+m=\mathrm{diag}(0,0,4,4)$ has nonnegative entries, but the condition applies after multiplication by $\gamma^0$, which gives $\mathrm{diag}(0,0,-4,-4)$ with trace $-8$.

## The Lean file

```lean
import Mathlib

open Matrix

namespace NaiveCrossing

noncomputable section

/-- Diagonal entries of the Minkowski metric, signature (+,-,-,-). -/
def sgn (μ : Fin 4) : ℂ := if μ = 0 then 1 else -1

/-- The Clifford relations `γ^μ γ^ν + γ^ν γ^μ = 2 η^{μν}` for four 4 by 4 matrices. -/
def IsDirac (γ : Fin 4 → Matrix (Fin 4) (Fin 4) ℂ) : Prop :=
  ∀ μ ν, γ μ * γ ν + γ ν * γ μ
    = (if μ = ν then 2 * sgn μ else 0) • (1 : Matrix (Fin 4) (Fin 4) ℂ)

/-- Feynman slash `η_{μμ} p^μ γ^μ` of a real four-momentum with upper components `p μ`. -/
def slash (γ : Fin 4 → Matrix (Fin 4) (Fin 4) ℂ) (p : Fin 4 → ℝ) :
    Matrix (Fin 4) (Fin 4) ℂ :=
  ∑ μ, (sgn μ * (p μ : ℂ)) • γ μ

/-- The Dirac adjoint `ubar = u† γ⁰` of a spinor. -/
def bar (γ : Fin 4 → Matrix (Fin 4) (Fin 4) ℂ) (u : Fin 4 → ℂ) : Fin 4 → ℂ :=
  star u ᵥ* γ 0

/-- The spin sum `∑ i, u_i ubar_i` of a finite family of spinors. -/
def spinSum (γ : Fin 4 → Matrix (Fin 4) (Fin 4) ℂ) {ι : Type*} [Fintype ι]
    (u : ι → Fin 4 → ℂ) : Matrix (Fin 4) (Fin 4) ℂ :=
  ∑ i, vecMulVec (u i) (bar γ (u i))

/-- The total norm `∑ i, u_i† u_i` of a finite family of spinors. -/
def totalNorm {ι : Type*} [Fintype ι] (u : ι → Fin 4 → ℂ) : ℝ :=
  ∑ i, ∑ a, Complex.normSq (u i a)

variable {γ : Fin 4 → Matrix (Fin 4) (Fin 4) ℂ}

/-- `Tr (γ^μ γ⁰) = 4 η^{μ0}`. -/
theorem trace_gamma_mul_gamma0 (h : IsDirac γ) (μ : Fin 4) :
    trace (γ μ * γ 0) = if μ = 0 then 4 else 0 := by
  -- trace of the anticommutator, with cyclicity
  have h1 := congrArg trace (h μ 0)
  rw [trace_add, trace_mul_comm (γ 0) (γ μ), trace_smul, trace_one, Fintype.card_fin,
    smul_eq_mul] at h1
  push_cast at h1
  by_cases hμ : μ = 0
  · have e : sgn μ = 1 := by simp [sgn, hμ]
    rw [if_pos hμ, e] at h1
    rw [if_pos hμ]
    linear_combination (1 / 2 : ℂ) * h1
  · rw [if_neg hμ] at h1
    rw [if_neg hμ]
    linear_combination (1 / 2 : ℂ) * h1

/-- `γ⁰` is traceless. -/
theorem trace_gamma0 (h : IsDirac γ) : trace (γ 0) = 0 := by
  have a : γ 1 * γ 0 = -(γ 0 * γ 1) := by
    have h1 := h 1 0
    rw [if_neg (by decide), zero_smul] at h1
    exact eq_neg_of_add_eq_zero_left h1
  have b : γ 1 * γ 1 = -1 := by
    have h1 := h 1 1
    have e : sgn 1 = -1 := by simp [sgn]
    rw [if_pos rfl, e] at h1
    linear_combination (norm := module) (1 / 2 : ℂ) • h1
  -- γ¹ γ⁰ γ¹ = γ⁰ by anticommutation, while its trace is Tr (γ¹ γ¹ γ⁰) = -Tr γ⁰
  have c : γ 1 * γ 0 * γ 1 = γ 0 := by
    rw [a, neg_mul, mul_assoc, b]
    simp
  have d := trace_mul_cycle (γ 1) (γ 0) (γ 1)
  rw [c, b, neg_mul, one_mul, trace_neg] at d
  linear_combination (1 / 2 : ℂ) * d

/-- `Tr [(c pslash + m) γ⁰] = 4 c p⁰`, whatever the value of `m`. -/
theorem trace_slash_mass_gamma0 (h : IsDirac γ) (p : Fin 4 → ℝ) (c m : ℂ) :
    trace ((c • slash γ p + m • (1 : Matrix (Fin 4) (Fin 4) ℂ)) * γ 0)
      = 4 * c * (p 0 : ℂ) := by
  have hs : trace (slash γ p * γ 0) = 4 * (p 0 : ℂ) := by
    unfold slash
    rw [Finset.sum_mul, trace_sum]
    simp only [Matrix.smul_mul, trace_smul, trace_gamma_mul_gamma0 h, smul_eq_mul]
    simp [sgn, mul_comm]
  rw [add_mul, Matrix.smul_mul, Matrix.smul_mul, one_mul, trace_add, trace_smul, trace_smul,
    hs, trace_gamma0 h, smul_zero, add_zero, smul_eq_mul]
  ring

/-- `Tr [(∑ u ubar) γ⁰] = ∑ u† u` for every finite family of spinors. -/
theorem trace_spinSum_gamma0 (h : IsDirac γ) {ι : Type*} [Fintype ι] (u : ι → Fin 4 → ℂ) :
    trace (spinSum γ u * γ 0) = (totalNorm u : ℂ) := by
  have b : γ 0 * γ 0 = 1 := by
    have h1 := h 0 0
    have e : sgn 0 = 1 := by simp [sgn]
    rw [if_pos rfl, e] at h1
    linear_combination (norm := module) (1 / 2 : ℂ) • h1
  have hv : ∀ (x y : Fin 4 → ℂ) (M : Matrix (Fin 4) (Fin 4) ℂ),
      vecMulVec x y * M = vecMulVec x (y ᵥ* M) := by
    intro x y M
    ext i j
    simp [Matrix.mul_apply, vecMulVec_apply, vecMul, dotProduct, Finset.mul_sum, mul_assoc]
  unfold spinSum totalNorm
  rw [Finset.sum_mul, trace_sum]
  push_cast
  refine Finset.sum_congr rfl fun i _ => ?_
  -- u ubar γ⁰ = u u† because γ⁰ γ⁰ = 1
  rw [hv, bar, Matrix.vecMul_vecMul, b, Matrix.vecMul_one]
  simp [trace, vecMulVec_apply, Complex.mul_conj]

/-- If a spin sum equals `c pslash + m` with real `c`, the total norm of the spinors is
`4 c p⁰`. -/
theorem totalNorm_of_spinSum (h : IsDirac γ) {ι : Type*} [Fintype ι] (u : ι → Fin 4 → ℂ)
    (p : Fin 4 → ℝ) (c : ℝ) (m : ℂ)
    (hu : spinSum γ u = (c : ℂ) • slash γ p + m • (1 : Matrix (Fin 4) (Fin 4) ℂ)) :
    totalNorm u = 4 * c * p 0 := by
  have h1 := trace_spinSum_gamma0 h u
  rw [hu, trace_slash_mass_gamma0 h] at h1
  exact_mod_cast h1.symm

/-- For positive energy `p⁰` and any `m`, no finite family of spinors has spin sum
`-pslash + m`. -/
theorem no_naive_crossing (h : IsDirac γ) {ι : Type*} [Fintype ι] (u : ι → Fin 4 → ℂ)
    (p : Fin 4 → ℝ) (hp : 0 < p 0) (m : ℂ) :
    spinSum γ u ≠ -slash γ p + m • (1 : Matrix (Fin 4) (Fin 4) ℂ) := by
  intro hu
  -- the trace would be -4 p⁰ < 0, against a sum of squared moduli
  have h1 := totalNorm_of_spinSum h u p (-1) m (by rw [hu]; simp)
  have h2 : 0 ≤ totalNorm u :=
    Finset.sum_nonneg fun i _ => Finset.sum_nonneg fun a _ => Complex.normSq_nonneg _
  linarith

/-- If spinors `v` have spin sum `pslash - m`, then `slash (-p) + m` is minus that spin sum. -/
theorem crossing_sign {ι : Type*} [Fintype ι] (v : ι → Fin 4 → ℂ) (p : Fin 4 → ℝ) (m : ℂ)
    (hv : spinSum γ v = slash γ p - m • (1 : Matrix (Fin 4) (Fin 4) ℂ)) :
    slash γ (-p) + m • (1 : Matrix (Fin 4) (Fin 4) ℂ) = -spinSum γ v := by
  have hs : slash γ (-p) = -slash γ p := by
    simp [slash, Finset.sum_neg_distrib]
  rw [hv, hs]
  abel

/-- The gamma matrices in the Dirac representation. -/
def diracRep : Fin 4 → Matrix (Fin 4) (Fin 4) ℂ :=
  ![!![1, 0, 0, 0; 0, 1, 0, 0; 0, 0, -1, 0; 0, 0, 0, -1],
    !![0, 0, 0, 1; 0, 0, 1, 0; 0, -1, 0, 0; -1, 0, 0, 0],
    !![0, 0, 0, -Complex.I; 0, 0, Complex.I, 0; 0, Complex.I, 0, 0; -Complex.I, 0, 0, 0],
    !![0, 0, 1, 0; 0, 0, 0, -1; -1, 0, 0, 0; 0, 1, 0, 0]]

set_option maxHeartbeats 400000 in
/-- The Dirac representation satisfies the Clifford relations. -/
theorem isDirac_witness : IsDirac diracRep := by
  have f4 : ∀ P : Fin 4 → Prop, (∀ i, P i) ↔ P 0 ∧ P 1 ∧ P 2 ∧ P 3 := by
    intro P
    refine ⟨fun h => ⟨h 0, h 1, h 2, h 3⟩, ?_⟩
    rintro ⟨a, b, c, d⟩ i
    fin_cases i
    exacts [a, b, c, d]
  -- write out all matrix entries of all anticommutators, then evaluate them
  simp only [IsDirac, ← Matrix.ext_iff, Matrix.add_apply, Matrix.mul_apply,
    Fin.sum_univ_four, Matrix.smul_apply, Matrix.one_apply, smul_eq_mul, f4]
  simp [diracRep, sgn]
  norm_num

/-- Two spinors with a single lower component equal to `2 s`. -/
def restSpinors (s : ℝ) : Fin 2 → Fin 4 → ℂ :=
  ![![0, 0, 2 * (s : ℂ), 0], ![0, 0, 0, 2 * (s : ℂ)]]

/-- In the Dirac representation, at rest with `p⁰ = m = 2 s²`, the two spinors
`restSpinors s` have spin sum `pslash - m`. -/
theorem crossing_sign_witness (s : ℝ) :
    spinSum diracRep (restSpinors s)
      = slash diracRep ![2 * s ^ 2, 0, 0, 0]
        - (2 * (s : ℂ) ^ 2) • (1 : Matrix (Fin 4) (Fin 4) ℂ) := by
  ext i j
  simp only [spinSum, slash, bar, Fin.sum_univ_four, Fin.sum_univ_two, Matrix.add_apply,
    Matrix.sub_apply, Matrix.smul_apply, Matrix.one_apply, vecMulVec_apply, vecMul,
    dotProduct, Pi.star_apply, smul_eq_mul]
  fin_cases i <;> fin_cases j <;>
    simp [restSpinors, diracRep, sgn, Complex.conj_ofReal] <;>
    ring

end

end NaiveCrossing
```

```lean
#print axioms NaiveCrossing.no_naive_crossing
#print axioms NaiveCrossing.crossing_sign
```

```
'NaiveCrossing.no_naive_crossing' depends on axioms: [propext, Classical.choice, Quot.sound]
'NaiveCrossing.crossing_sign' depends on axioms: [propext, Classical.choice, Quot.sound]
```

## Reading the statements

`sgn μ` is $\eta_{\mu\mu}$, `IsDirac γ` is the anticommutation relation, `slash γ p` is $\not p$ for upper components `p μ`, and `bar γ u`, defined as `star u ᵥ* γ 0`, is the row $u^\dagger\gamma^0$. `spinSum γ u` is $S$, built from outer products `vecMulVec`, and `totalNorm u` is $N$. The family is indexed by any finite type `ι`, the empty one included, where $S=0$ and $N=0$.

`no_naive_crossing` says that for matrices with `IsDirac γ`, any finite family, real $p$ with `0 < p 0` and any complex $m$, the spin sum differs from $-\not p+m$. `crossing_sign` assumes in `hv` that $\sum_i v_i\bar v_i=\not p-m$ and concludes that the slash of $-p$ plus $m$ equals `-spinSum γ v`; it uses no Clifford relation.

## How the proof follows the steps

`trace_gamma_mul_gamma0` is step 1: `congrArg trace` takes the trace, `trace_mul_comm` merges the two terms and `linear_combination` halves the equation in each case of $\mu$. `trace_gamma0` is step 2, with `a` and `b` the two relations, `c` the product $\gamma^1\gamma^0\gamma^1$, and `trace_mul_cycle` the cyclic move. `trace_slash_mass_gamma0` is step 3, there for complex $c$. In `trace_spinSum_gamma0`, step 4, `hv` moves $\gamma^0$ onto the row vector and `b` cancels $\gamma^0\gamma^0$. `totalNorm_of_spinSum` equates the traces and passes to real numbers, and `no_naive_crossing` applies it at `(-1)` and closes with `linarith`. In `crossing_sign`, `hs` is the linearity of step 7.

`isDirac_witness` evaluates all anticommutator entries of `diracRep`. `crossing_sign_witness` compares entries to show that `restSpinors s`, each of squared norm $4s^2$ for real $s$, give $\not p-m$ at rest with $p^0=m=2s^2$; the instance above is $s=1$, and at $s=0$ both sides vanish.

## Reach and limits

The impossibility needs no mass shell, no Dirac equation for the $u_i$ and no hermiticity of the $\gamma^\mu$, and since $m$ is arbitrary it excludes $-\not p-m$ as well. It is stated and proved here for size $4\times4$, signature $(+,-,-,-)$ and the adjoint $u^\dagger\gamma^0$ as defined; the size enters the argument only through the factor $4=\mathrm{Tr}\,1$. It says nothing for $p^0\le0$ or for sums with negative weights. Spinors with sum $\not p-m$ are exhibited only at rest in the Dirac representation; for moving particles `hv` in `crossing_sign` remains an assumption. Amplitudes and their analytic continuation never enter the file, so the remarks on squared amplitudes and on a sign per crossed leg are physics background, of which only the matrix identities are proved.
